# The action ∫ p · dq of a displaced loop expands exactly to second order in the displacement

The theorem `action_displaced` concerns the action ∫ p · q′ dt, taken from time 0 to T, of a loop in the phase space of n positions and n momenta. All curves are continuously differentiable with period T, and no Hamiltonian or equation of motion is assumed. If q is displaced by εu and p by εv, for any real ε, the new action is exactly the old one, plus ε times the first variation ∫ (v · q′ + p · u′) dt, plus ε² times the action of the pair (u, v). The attempt expands the integrand at each time, then splits the integral into its three terms, using continuity to show that each piece is integrable.

As first written in Lean, the proof fails:

```lean
import Mathlib

open Matrix

namespace PeriodicOrbitAction

noncomputable section

variable {n : ℕ} {T : ℝ}

/-- Vectors of `n` positions or `n` momenta. -/
abbrev Vec (n : ℕ) := Fin n → ℝ

/-- A continuously differentiable curve with period `T`. -/
structure IsLoop (T : ℝ) (x : ℝ → Vec n) : Prop where
  smooth : ContDiff ℝ 1 x
  periodic : Function.Periodic x T

/-- The action: the integral of `p · q'` from time `0` to `T`. -/
def action (T : ℝ) (q p : ℝ → Vec n) : ℝ := ∫ t in (0 : ℝ)..T, p t ⬝ᵥ deriv q t

/-- The first variation of the action under the variation `(u, v)`. -/
def actionVariation (T : ℝ) (q p u v : ℝ → Vec n) : ℝ :=
  ∫ t in (0 : ℝ)..T, (v t ⬝ᵥ deriv q t + p t ⬝ᵥ deriv u t)

private lemma IsLoop.hasDerivAt {x : ℝ → Vec n} (h : IsLoop T x) (t : ℝ) :
    HasDerivAt x (deriv x t) t :=
  (h.smooth.differentiable (by norm_num) t).hasDerivAt

private lemma contDot {x y : ℝ → Vec n} (hx : Continuous x) (hy : Continuous y) :
    Continuous fun t => x t ⬝ᵥ y t := by
  unfold dotProduct
  fun_prop

/-- The action of a displaced loop is a quadratic polynomial in the size of the displacement,
with the first variation as linear coefficient. -/
theorem action_displaced {q p u v : ℝ → Vec n} (hq : IsLoop T q) (hp : IsLoop T p)
    (hu : IsLoop T u) (hv : IsLoop T v) (ε : ℝ) :
    action T (fun t => q t + ε • u t) (fun t => p t + ε • v t)
      = action T q p + ε * actionVariation T q p u v + ε ^ 2 * action T u v := by
  have cq := hq.smooth.continuous_deriv_one
  have cu := hu.smooth.continuous_deriv_one
  have c1 := contDot hp.smooth.continuous cq
  have c2 := (contDot hv.smooth.continuous cq).add (contDot hp.smooth.continuous cu)
  have c3 := contDot hv.smooth.continuous cu
  have e : ∀ t, (p t + ε • v t) ⬝ᵥ deriv (fun s => q s + ε • u s) t
      = p t ⬝ᵥ deriv q t + ε * (v t ⬝ᵥ deriv q t + p t ⬝ᵥ deriv u t)
        + ε ^ 2 * (v t ⬝ᵥ deriv u t) := fun t => by
    have h : HasDerivAt (fun s => q s + ε • u s) (deriv q t + ε • deriv u t) t :=
      (hq.hasDerivAt t).add ((hu.hasDerivAt t).const_smul ε)
    rw [h.deriv]
    simp only [dotProduct_add, add_dotProduct, smul_dotProduct, dotProduct_smul, smul_eq_mul]
    ring
  unfold action actionVariation
  simp only [e]
  rw [intervalIntegral.integral_add ((c1.add (c2.const_mul ε)).intervalIntegrable _ _)
      ((c3.const_mul (ε ^ 2)).intervalIntegrable _ _),
    intervalIntegral.integral_add (c1.intervalIntegrable _ _)
      ((c2.const_mul ε).intervalIntegrable _ _),
    intervalIntegral.integral_const_mul, intervalIntegral.integral_const_mul]

end

end PeriodicOrbitAction
```

Compiling this gives:

```
Main.lean:56:6: error: Tactic `rewrite` failed: Did not find an occurrence of the pattern
  ∫ (x : ℝ) in ?m.411..?m.412,
    ((fun t => p t ⬝ᵥ deriv q t) + fun x => ε * ((fun t => v t ⬝ᵥ deriv q t) + fun t => p t ⬝ᵥ deriv u t) x) x +
      ε ^ 2 * v x ⬝ᵥ deriv u x ∂?m.408
in the target expression
  ∫ (t : ℝ) in 0..T, p t ⬝ᵥ deriv q t + ε * (v t ⬝ᵥ deriv q t + p t ⬝ᵥ deriv u t) + ε ^ 2 * v t ⬝ᵥ deriv u t =
    ((∫ (t : ℝ) in 0..T, p t ⬝ᵥ deriv q t) + ε * ∫ (t : ℝ) in 0..T, v t ⬝ᵥ deriv q t + p t ⬝ᵥ deriv u t) +
      ε ^ 2 * ∫ (t : ℝ) in 0..T, v t ⬝ᵥ deriv u t

n : ℕ
T : ℝ
q p u v : ℝ → Vec n
hq : IsLoop T q
hp : IsLoop T p
hu : IsLoop T u
hv : IsLoop T v
ε : ℝ
cq : Continuous (deriv q)
cu : Continuous (deriv u)
c1 : Continuous fun t => p t ⬝ᵥ deriv q t
c2 : Continuous ((fun t => v t ⬝ᵥ deriv q t) + fun t => p t ⬝ᵥ deriv u t)
c3 : Continuous fun t => v t ⬝ᵥ deriv u t
e :
  ∀ (t : ℝ),
    (p t + ε • v t) ⬝ᵥ deriv (fun s => q s + ε • u s) t =
      p t ⬝ᵥ deriv q t + ε * (v t ⬝ᵥ deriv q t + p t ⬝ᵥ deriv u t) + ε ^ 2 * v t ⬝ᵥ deriv u t
⊢ ∫ (t : ℝ) in 0..T, p t ⬝ᵥ deriv q t + ε * (v t ⬝ᵥ deriv q t + p t ⬝ᵥ deriv u t) + ε ^ 2 * v t ⬝ᵥ deriv u t =
    ((∫ (t : ℝ) in 0..T, p t ⬝ᵥ deriv q t) + ε * ∫ (t : ℝ) in 0..T, v t ⬝ᵥ deriv q t + p t ⬝ᵥ deriv u t) +
      ε ^ 2 * ∫ (t : ℝ) in 0..T, v t ⬝ᵥ deriv u t
```

What went wrong. The one error says that the first rewrite with `intervalIntegral.integral_add` found nothing in the goal to match. The lemma takes its integrands from the continuity proofs it is given, and `Continuous.add` here yields a sum of functions, `f + g`, as the type of `c2` shows. The pattern therefore contains such sums applied to `x`, one from `c1.add` and one inside `c2`, while the goal has the sums written out at each `t`. The two forms are equal by definition, but `rw` looks for a syntactic match and does not unfold the addition of functions to find one.

The repair states the types of `c2` and the new `c12` with the sums written out at each `t`. Lean accepts the old kind of proof for these types, since it checks them up to definitional equality, and the rewrites then get patterns in the goal's own form. Moving the factor `ε ^ 2` into `c3` is mere tidying, as that term already had the right form, and so is the added comment.

The repair, with which the file compiles:

```diff
@@ -42,6 +42,11 @@
   have cu := hu.smooth.continuous_deriv_one
   have c1 := contDot hp.smooth.continuous cq
-  have c2 := (contDot hv.smooth.continuous cq).add (contDot hp.smooth.continuous cu)
-  have c3 := contDot hv.smooth.continuous cu
+  have c2 : Continuous fun t => ε * (v t ⬝ᵥ deriv q t + p t ⬝ᵥ deriv u t) :=
+    continuous_const.mul ((contDot hv.smooth.continuous cq).add (contDot hp.smooth.continuous cu))
+  have c3 : Continuous fun t => ε ^ 2 * (v t ⬝ᵥ deriv u t) :=
+    continuous_const.mul (contDot hv.smooth.continuous cu)
+  have c12 : Continuous fun t =>
+      p t ⬝ᵥ deriv q t + ε * (v t ⬝ᵥ deriv q t + p t ⬝ᵥ deriv u t) := c1.add c2
+  -- expand the integrand in powers of the displacement
   have e : ∀ t, (p t + ε • v t) ⬝ᵥ deriv (fun s => q s + ε • u s) t
       = p t ⬝ᵥ deriv q t + ε * (v t ⬝ᵥ deriv q t + p t ⬝ᵥ deriv u t)
@@ -54,8 +59,6 @@
   unfold action actionVariation
   simp only [e]
-  rw [intervalIntegral.integral_add ((c1.add (c2.const_mul ε)).intervalIntegrable _ _)
-      ((c3.const_mul (ε ^ 2)).intervalIntegrable _ _),
-    intervalIntegral.integral_add (c1.intervalIntegrable _ _)
-      ((c2.const_mul ε).intervalIntegrable _ _),
+  rw [intervalIntegral.integral_add (c12.intervalIntegrable _ _) (c3.intervalIntegrable _ _),
+    intervalIntegral.integral_add (c1.intervalIntegrable _ _) (c2.intervalIntegrable _ _),
     intervalIntegral.integral_const_mul, intervalIntegral.integral_const_mul]
 
```
